# A disk-averaged screening model keeps the binding of a two-dimensional exciton below $3/(4\pi\alpha)$

Take an electron and a hole with reduced mass $\mu=1$ in a layer of polarizability $\alpha=3/(4\pi)$, in atomic units. The numbers are chosen for easy arithmetic, not for a real material. In the model, the dielectric function of the layer grows linearly with the in-plane momentum. Averaged over the disk of momenta up to $Q$, it is $1+Q$ for this value of $\alpha$. If the pair is screened by a constant $\varepsilon$, its radius is $\varepsilon/2$, and the model takes the average up to the inverse radius, $Q=2/\varepsilon$. The constant must reproduce itself:

$$\varepsilon=1+\frac{2}{\varepsilon},\qquad\text{that is}\qquad(\varepsilon-2)(\varepsilon+1)=0 .$$

The positive solution is $\varepsilon=2$, and the binding energy $2\mu/\varepsilon^2$ is $1/2$ hartree. For $\mu=3$ the same steps give $\varepsilon=3$ and a binding energy of $2/3$; for $\mu=6$ they give $\varepsilon=4$ and $3/4$. A heavier pair is smaller, reaches larger momenta and is screened more strongly. The binding energy is $1-1/\varepsilon$ in all three cases, and it approaches 1 instead of growing in proportion to the mass.

For a freestanding monolayer, this gives an estimate of the exciton binding from a computed polarizability and reduced mass, within a model that has one effective dielectric constant and a hydrogenic ground state. When $\alpha\mu$ is large, the estimate depends mainly on $\alpha$.

## The physical input: linear screening and a hydrogenic pair

All quantities are real numbers in atomic units, and a binding energy is counted as positive.

```lean
import Mathlib

open Real Filter Topology

namespace ScreenedExciton2D

noncomputable section
```

The layer is freestanding and isotropic, with dielectric function $1+2\pi\alpha q$ at in-plane momentum $q$. The polarizability $\alpha$ has the dimension of a length and measures how easily the layer is polarized in its plane.

```lean
/-- Dielectric function `1 + 2παq` of a two-dimensional layer with polarizability `α`,
at in-plane momentum `q`. -/
def dielectric (α q : ℝ) : ℝ := 1 + 2 * π * α * q
```

The average over a disk of radius $Q$ is an actual integral. The factor $2\pi q$ is the circumference of a ring in momentum space, and $\pi Q^2$ is the area of the disk.

```lean
/-- Average of an isotropic function `f` of momentum over the disk of radius `Q > 0`
in the plane. -/
def diskAverage (f : ℝ → ℝ) (Q : ℝ) : ℝ :=
  (∫ q in (0 : ℝ)..Q, f q * (2 * π * q)) / (π * Q ^ 2)
```

The two-dimensional hydrogenic ground state is proportional to $e^{-r/a}$, with $r$ the electron–hole distance and $a=\varepsilon/(2\mu)$. Its binding energy is $2\mu/\varepsilon^2$. Both formulas enter as definitions; no Schrödinger equation is solved.

```lean
/-- Radius `ε/(2μ)` of the two-dimensional hydrogenic ground state with reduced mass `μ > 0` and
dielectric constant `ε > 0`, in atomic units. -/
def excitonRadius (μ ε : ℝ) : ℝ := ε / (2 * μ)

/-- Binding energy `2μ/ε²` of the two-dimensional hydrogenic ground state with reduced mass `μ > 0`
and dielectric constant `ε > 0`, in atomic units. -/
def bindingEnergy (μ ε : ℝ) : ℝ := 2 * μ / ε ^ 2
```

Self-consistency is the model's central condition: $\varepsilon$ equals the dielectric function averaged up to momentum $1/a$. The sharp cutoff at $1/a$ is a postulate that stands for the range of momenta present in the bound state. A different weighting would change the numerical factors.

```lean
/-- The constant `ε` is self-consistent if it equals the dielectric function averaged over the
momentum disk whose radius is the inverse exciton radius; meant for `μ > 0` and `ε > 0`. -/
def SelfConsistent (α μ ε : ℝ) : Prop :=
  ε = diskAverage (dielectric α) (1 / excitonRadius μ ε)
```

The last definition names the candidate solution. Defining it does not yet say that it solves anything.

```lean
/-- The closed form `(1 + √(1 + 32παμ/3))/2` of the effective dielectric constant. -/
def screening (α μ : ℝ) : ℝ := (1 + √(1 + 32 * π * α * μ / 3)) / 2
```

## A disk of positive radius, $Q>0$

Physically, $Q>0$ says that the pair has a finite size and therefore samples a range of momenta. By hand,

$$\frac{1}{\pi Q^2}\int_0^Q(1+2\pi\alpha q)\,2\pi q\,dq
=\frac{\pi Q^2+\tfrac43\pi^2\alpha Q^3}{\pi Q^2}
=1+\frac{4\pi\alpha Q}{3},$$

where $Q>0$ permits the division by the area. The proof follows the same route. It checks that $\pi q^2+\tfrac43\pi^2\alpha q^3$ is an antiderivative (`hd`), applies the fundamental theorem of calculus (`hI`) and divides by the positive area.

Without the hypothesis, the case $Q=0$ would be included. The average tends to 1 as $Q$ goes to zero, but the definition itself returns 0 there, because Lean sets division by zero to zero.

```lean
/-- Averaged over a momentum disk of radius `Q > 0`, the dielectric function of the layer
is `1 + 4παQ/3`. -/
theorem diskAverage_dielectric (α : ℝ) {Q : ℝ} (hQ : 0 < Q) :
    diskAverage (dielectric α) Q = 1 + 4 * π * α * Q / 3 := by
  have hd : ∀ q ∈ Set.uIcc 0 Q, HasDerivAt
      (fun q : ℝ => π * q ^ 2 + 4 * π ^ 2 * α / 3 * q ^ 3)
      (dielectric α q * (2 * π * q)) q := by
    intro q _
    have h2 : HasDerivAt (fun q : ℝ => q ^ 2) (2 * q) q := by
      simpa using hasDerivAt_pow 2 q
    have h3 : HasDerivAt (fun q : ℝ => q ^ 3) (3 * q ^ 2) q := by
      simpa using hasDerivAt_pow 3 q
    refine ((h2.const_mul π).fun_add (h3.const_mul (4 * π ^ 2 * α / 3))).congr_deriv ?_
    unfold dielectric
    ring
  have hc : Continuous (fun q : ℝ => dielectric α q * (2 * π * q)) := by
    unfold dielectric
    fun_prop
  have hI : ∫ q in (0 : ℝ)..Q, dielectric α q * (2 * π * q)
      = π * Q ^ 2 + 4 * π ^ 2 * α / 3 * Q ^ 3 := by
    rw [intervalIntegral.integral_eq_sub_of_hasDerivAt hd (hc.intervalIntegrable 0 Q)]
    simp
  rw [diskAverage, hI, div_eq_iff (by positivity)]
  ring
```

## A positive reduced mass, $\mu>0$

The reduced mass is positive when the electron and hole have ordinary positive effective masses. By hand, it makes the cutoff $Q=1/a=2\mu/\varepsilon$ positive, provided that $\varepsilon$ is positive too. Inserting this $Q$ into the average gives

$$\varepsilon=1+\frac{8\pi\alpha\mu}{3\varepsilon}.$$

In the proof, `h` rewrites the inverse radius as $2\mu/\varepsilon$, and the positivity of this quotient is what the disk average requires. The equation is thus derived from the integral and not postulated. As $\mu$ tends to zero, the pair becomes infinitely large, the screening disappears and so does the binding. For negative $\mu$ and positive $\varepsilon$ the formula would give a negative radius, which describes no bound state.

```lean
/-- For positive `μ` and `ε`, self-consistency is the equation `ε = 1 + 8παμ/(3ε)`. -/
theorem selfConsistent_iff (α : ℝ) {μ ε : ℝ} (hμ : 0 < μ) (hε : 0 < ε) :
    SelfConsistent α μ ε ↔ ε = 1 + 8 * π * α * μ / (3 * ε) := by
  have h : 1 / excitonRadius μ ε = 2 * μ / ε := by rw [excitonRadius, one_div_div]
  have h' : 4 * π * α * (2 * μ / ε) / 3 = 8 * π * α * μ / (3 * ε) := by ring
  unfold SelfConsistent
  rw [h, diskAverage_dielectric α (by positivity), h']
```

Multiplication by $\varepsilon$ turns the equation into a quadratic. With $c=8\pi\alpha\mu/3$ it reads

$$\varepsilon^2=\varepsilon+c .$$

The step can be reversed because $\varepsilon\neq0$; this is the cancellation with `hε.ne'` in the second half of the proof. No sign of $\alpha$ has been needed so far.

```lean
/-- For positive `μ` and `ε`, self-consistency is the quadratic equation
`ε² = ε + 8παμ/3`. -/
theorem selfConsistent_iff_sq (α : ℝ) {μ ε : ℝ} (hμ : 0 < μ) (hε : 0 < ε) :
    SelfConsistent α μ ε ↔ ε ^ 2 = ε + 8 * π * α * μ / 3 := by
  rw [selfConsistent_iff α hμ hε]
  have hX : 8 * π * α * μ / (3 * ε) * ε = 8 * π * α * μ / 3 := by field_simp
  constructor
  · intro h
    linear_combination ε * h + hX
  · intro h
    apply mul_right_cancel₀ hε.ne'
    linear_combination h - hX
```

## A positive dielectric constant, $\varepsilon>0$

A positive $\varepsilon$ means that the effective interaction between electron and hole remains attractive. By hand, this condition selects the root. The quadratic gives $\varepsilon(\varepsilon-1)=c$. For $\alpha,\mu>0$ the right side is positive, so a positive $\varepsilon$ must exceed 1. Completing the square gives

$$(2\varepsilon-1)^2=1+4c=1+\frac{32\pi\alpha\mu}{3}.$$

Since $2\varepsilon-1>0$, taking the square root leaves only

$$\varepsilon=\frac{1+\sqrt{1+32\pi\alpha\mu/3}}{2}.$$

Conversely, this value satisfies the quadratic.

The proof has the same two directions. In the first, `h1` is the bound $\varepsilon>1$, `h2` is the completed square, and `Real.sqrt_sq` takes the root with the correct sign. In the second, the squared square root is replaced by its argument and the quadratic is checked algebraically.

Without $\varepsilon>0$ the second root of the quadratic is also a solution. In the opening example it is $\varepsilon=-1$, with $2\mu/\varepsilon^2=2$. That number lies above the bound of 1, and it belongs to a repulsive interaction. The Lean definition would also accept $\varepsilon=0$, which has no physical meaning: there the inverse radius and the disk average are both divisions by zero, which Lean sets to zero.

```lean
/-- For positive `α`, `μ` and `ε`, the constant `ε` is self-consistent exactly when it is
`(1 + √(1 + 32παμ/3))/2`. -/
theorem selfConsistent_iff_eq_screening {α μ ε : ℝ} (hα : 0 < α) (hμ : 0 < μ) (hε : 0 < ε) :
    SelfConsistent α μ ε ↔ ε = screening α μ := by
  rw [selfConsistent_iff_sq α hμ hε]
  have hc : 0 < 8 * π * α * μ / 3 := by positivity
  constructor
  · intro h
    -- the positive root exceeds one, which fixes the sign of the square root
    have h1 : 1 < ε := by
      by_contra hn
      nlinarith [mul_nonneg hε.le (sub_nonneg.mpr (not_lt.mp hn))]
    have h2 : 1 + 32 * π * α * μ / 3 = (2 * ε - 1) ^ 2 := by linear_combination -4 * h
    rw [screening, h2, Real.sqrt_sq (by linarith)]
    ring
  · intro h
    have hs : √(1 + 32 * π * α * μ / 3) ^ 2 = 1 + 32 * π * α * μ / 3 :=
      Real.sq_sqrt (by positivity)
    rw [h, screening]
    linear_combination hs / 4
```

The closed form is itself positive, so for positive $\alpha$ and $\mu$ it is an admissible solution.

```lean
theorem screening_pos (α μ : ℝ) : 0 < screening α μ := by
  unfold screening
  positivity
```

## Self-consistency as a hypothesis on $\varepsilon$

The next two theorems take an arbitrary positive $\varepsilon$ together with the assumption `SelfConsistent α μ ε`. Physically, the screening used to compute the size of the pair is the screening that a pair of this size experiences. By hand, the quadratic gives $2\mu=\frac{3}{4\pi\alpha}(\varepsilon^2-\varepsilon)$, and division by $\varepsilon^2$ yields

$$\frac{2\mu}{\varepsilon^2}=\frac{3}{4\pi\alpha}\left(1-\frac1\varepsilon\right).$$

The mass no longer appears explicitly on the right. In the proof, `h2` is the quadratic rearranged as a statement about $(1-1/\varepsilon)\varepsilon^2$, and `h3` cancels $\pi\alpha$.

With a fixed $\varepsilon$ in place of a self-consistent one, the binding energy $2\mu/\varepsilon^2$ would grow linearly with the mass and exceed any bound.

```lean
/-- For positive `α` and `μ`, every positive self-consistent `ε` gives the binding energy
`(3/(4πα)) (1 - 1/ε)`. -/
theorem bindingEnergy_eq {α μ ε : ℝ} (hα : 0 < α) (hμ : 0 < μ) (hε : 0 < ε)
    (h : SelfConsistent α μ ε) :
    bindingEnergy μ ε = 3 / (4 * π * α) * (1 - 1 / ε) := by
  rw [selfConsistent_iff_sq α hμ hε] at h
  have h1 : 1 / ε * ε ^ 2 = ε := by field_simp
  have h2 : (1 - 1 / ε) * ε ^ 2 = 8 * π * α * μ / 3 := by linear_combination h - h1
  have h3 : π * α * (π * α)⁻¹ = 1 := mul_inv_cancel₀ (by positivity)
  rw [bindingEnergy, div_eq_iff (by positivity), mul_assoc, h2]
  linear_combination (-2 * μ) * h3
```

Since $1/\varepsilon$ is positive, the factor in parentheses is less than 1. The binding energy is therefore strictly below $3/(4\pi\alpha)$ at every finite mass.

```lean
/-- For positive `α` and `μ`, the self-consistent binding energy lies strictly below
`3/(4πα)`. -/
theorem bindingEnergy_lt {α μ ε : ℝ} (hα : 0 < α) (hμ : 0 < μ) (hε : 0 < ε)
    (h : SelfConsistent α μ ε) : bindingEnergy μ ε < 3 / (4 * π * α) := by
  rw [bindingEnergy_eq hα hμ hε h]
  have hk : 0 < 3 / (4 * π * α) := by positivity
  have hi : 0 < 1 / ε := by positivity
  nlinarith [mul_pos hk hi]
```

## A positive polarizability, $\alpha>0$

A positive $\alpha$ means that the layer responds to a charge by screening it. The derivation has used this in three places: it makes $c$ positive, which forces $\varepsilon>1$; it allows the division by $4\pi\alpha$ in the energy identity; and it makes the factor $3/(4\pi\alpha)$ positive, so that $1-1/\varepsilon<1$ gives an upper bound on the energy. It also makes the screening grow with the mass, because the square root in the closed form increases with $\alpha\mu$. As $\varepsilon$ rises, $1/\varepsilon$ falls and the binding energy rises.

This is the content of `bindingEnergy_strictMonoOn`, where `Set.Ioi 0` is the set of positive masses. There `hs` compares the two dielectric constants, `hi` compares their inverses, and `key` supplies the energy identity.

For $\alpha=0$ the solution is $\varepsilon=1$ and the binding energy is the unscreened $2\mu$, which has no upper bound. For negative $\alpha$ uniqueness or existence can fail: with $-1/4<c<0$ both roots of the quadratic are positive, and with $c<-1/4$ there is no real root.

```lean
/-- At fixed `α > 0`, the self-consistent binding energy grows strictly with the reduced mass
`μ > 0`. -/
theorem bindingEnergy_strictMonoOn {α : ℝ} (hα : 0 < α) :
    StrictMonoOn (fun μ => bindingEnergy μ (screening α μ)) (Set.Ioi 0) := by
  have key : ∀ μ : ℝ, 0 < μ → bindingEnergy μ (screening α μ)
      = 3 / (4 * π * α) * (1 - 1 / screening α μ) := fun μ hμ =>
    bindingEnergy_eq hα hμ (screening_pos α μ)
      ((selfConsistent_iff_eq_screening hα hμ (screening_pos α μ)).mpr rfl)
  intro a ha b hb hab
  have ha' : 0 < a := ha
  have hs : screening α a < screening α b := by
    have hlt : 1 + 32 * π * α * a / 3 < 1 + 32 * π * α * b / 3 := by gcongr
    have := Real.sqrt_lt_sqrt (by positivity) hlt
    unfold screening
    linarith
  have hi := one_div_lt_one_div_of_lt (screening_pos α a) hs
  have hk : 0 < 3 / (4 * π * α) := by positivity
  dsimp only
  rw [key a ha, key b hb]
  exact mul_lt_mul_of_pos_left (by linarith) hk
```

The theorem `exciton_binding` fixes one $\alpha>0$ and makes three statements:

- For every $\mu>0$ there is exactly one $\varepsilon$ that is both positive and self-consistent. The symbol `∃!` expresses existence together with uniqueness.
- For every $\mu>0$ and every positive self-consistent $\varepsilon$, the binding energy is
$$\frac{2\mu}{\varepsilon^2}=\frac{8\mu}{\left(1+\sqrt{1+32\pi\alpha\mu/3}\right)^2}.$$
- This expression tends to $3/(4\pi\alpha)$ as $\mu\to\infty$, written with `Tendsto`, `atTop` and the neighbourhood filter `𝓝`.

The first two parts follow from the closed form of $\varepsilon$; `hform` inserts it into $2\mu/\varepsilon^2$. For the limit, `h1` to `h4` show step by step that the linear term, the radicand, the square root and finally $\varepsilon$ grow without bound. Then $1/\varepsilon$ tends to zero, and `h5` gives the limit of the energy identity. The last lines carry this limit over to the closed form, since the two expressions agree for all $\mu>0$.

The limit belongs to the model, for two reasons. First, it comes from replacing the screening by a single constant. The attraction that follows from the full function $1+2\pi\alpha q$ diverges logarithmically at short distance, so its exact ground-state binding energy would grow without bound as $\mu\to\infty$. Second, the radius $\varepsilon/(2\mu)$ shrinks to zero as $\mu$ grows, whereas a dielectric function linear in $q$ describes a real layer only at momenta small compared with its inverse thickness. The value $3/(4\pi\alpha)$ is therefore best read as a ceiling within the model, not as the binding energy of an actual very heavy exciton.

```lean
/-- For `α > 0`, each reduced mass `μ > 0` has exactly one positive self-consistent dielectric
constant; its binding energy is `8μ/(1 + √(1 + 32παμ/3))²`, which tends to `3/(4πα)` as `μ`
tends to infinity. -/
theorem exciton_binding {α : ℝ} (hα : 0 < α) :
    (∀ μ : ℝ, 0 < μ → ∃! ε : ℝ, 0 < ε ∧ SelfConsistent α μ ε) ∧
    (∀ μ ε : ℝ, 0 < μ → 0 < ε → SelfConsistent α μ ε →
      bindingEnergy μ ε = 8 * μ / (1 + √(1 + 32 * π * α * μ / 3)) ^ 2) ∧
    Tendsto (fun μ : ℝ => 8 * μ / (1 + √(1 + 32 * π * α * μ / 3)) ^ 2) atTop
      (𝓝 (3 / (4 * π * α))) := by
  have hform : ∀ μ : ℝ, bindingEnergy μ (screening α μ)
      = 8 * μ / (1 + √(1 + 32 * π * α * μ / 3)) ^ 2 := by
    intro μ
    rw [bindingEnergy, screening, div_pow, div_div_eq_mul_div]
    ring
  have hsc : ∀ μ : ℝ, 0 < μ → SelfConsistent α μ (screening α μ) := fun μ hμ =>
    (selfConsistent_iff_eq_screening hα hμ (screening_pos α μ)).mpr rfl
  refine ⟨fun μ hμ => ⟨screening α μ, ⟨screening_pos α μ, hsc μ hμ⟩, fun ε h =>
    (selfConsistent_iff_eq_screening hα hμ h.1).mp h.2⟩, fun μ ε hμ hε h => ?_, ?_⟩
  · rw [(selfConsistent_iff_eq_screening hα hμ hε).mp h, hform]
  · -- the effective dielectric constant diverges with the reduced mass
    have h1 : Tendsto (fun μ : ℝ => 32 * π * α / 3 * μ) atTop atTop :=
      tendsto_id.const_mul_atTop (by positivity)
    have h2 := tendsto_atTop_add_const_left atTop (1 : ℝ) h1
    have h3 := tendsto_atTop_add_const_left atTop (1 : ℝ) (Real.tendsto_sqrt_atTop.comp h2)
    have h4 : Tendsto (fun μ => screening α μ) atTop atTop := by
      refine (h3.atTop_div_const (by norm_num : (0 : ℝ) < 2)).congr fun μ => ?_
      have e : 32 * π * α / 3 * μ = 32 * π * α * μ / 3 := by ring
      simp only [Function.comp_apply, screening, e]
    -- so the correction `1/ε` to the limiting binding energy vanishes
    have h5 : Tendsto (fun μ => 3 / (4 * π * α) * (1 - 1 / screening α μ)) atTop
        (𝓝 (3 / (4 * π * α) * (1 - 0))) :=
      (tendsto_const_nhds.sub (tendsto_const_nhds.div_atTop h4)).const_mul _
    rw [sub_zero, mul_one] at h5
    refine h5.congr' ?_
    filter_upwards [eventually_gt_atTop (0 : ℝ)] with μ hμ
    rw [← hform, bindingEnergy_eq hα hμ (screening_pos α μ) (hsc μ hμ)]

end

end ScreenedExciton2D
```

```lean
#print axioms ScreenedExciton2D.diskAverage_dielectric
#print axioms ScreenedExciton2D.bindingEnergy_lt
#print axioms ScreenedExciton2D.bindingEnergy_strictMonoOn
#print axioms ScreenedExciton2D.exciton_binding
```

```
'ScreenedExciton2D.diskAverage_dielectric' depends on axioms: [propext, Classical.choice, Quot.sound]
'ScreenedExciton2D.bindingEnergy_lt' depends on axioms: [propext, Classical.choice, Quot.sound]
'ScreenedExciton2D.bindingEnergy_strictMonoOn' depends on axioms: [propext, Classical.choice, Quot.sound]
'ScreenedExciton2D.exciton_binding' depends on axioms: [propext, Classical.choice, Quot.sound]
```
